# Every symmetric reordering of a real quasi-definite matrix has an LDLᵀ factorization with invertible diagonal D

## Can strong coupling between two orbital groups produce a zero pivot?

An LDLᵀ factorization, with D diagonal and L unit lower triangular (ones on the diagonal, zeros above it), breaks down when it meets a zero pivot with nonzero entries below it. This happens even for invertible matrices such as [[0,1],[1,0]]. A sparse solver may then change its ordering or use 2×2 pivots, which can spoil the fill pattern it had planned, or perturb the pivot, which means factorizing a slightly different matrix.

I need to solve linear systems with H − μ, where H is a real symmetric one-electron Hamiltonian in a finite orthonormal basis. My orbitals fall into two groups. The diagonal block of H for the first group has all its eigenvalues above μ, and that for the second has all of them below. The coupling between the groups can be large. If I choose the ordering for sparsity alone, mixing the groups freely, can the coupling drive a pivot to zero?

## No: each pivot keeps the sign of its group

Write A for the first diagonal block of H − μ, −C for the second, and B for the coupling:

K = [[A, Bᵀ], [B, −C]]

Your assumption says that A and C are positive definite, which makes K quasi-definite. Give each unknown a label s, +1 in the first group and −1 in the second. A vector (u, 0) has quadratic form uᵀAu, and (0, v) has −vᵀCv; the coupling term 2vᵀBu vanishes in both cases. So K has this property:

c · xᵀKx > 0 for every nonzero x supported on unknowns with label c.

Reordering the unknowns along with their labels preserves it.

Let M be a reordered matrix, with positions counted from 0, and let p = M(0,0). Taking x to be the first unit vector gives s(0)·p > 0, so the first pivot is nonzero and has the sign of its label. For x = (t, y), set w = Σⱼ M(0,j+1) y(j). Completing the square gives

xᵀMx = p t² + 2tw + Σᵢⱼ y(i) M(i+1,j+1) y(j) = p (t + w/p)² + yᵀSy,

S(i,j) = M(i+1,j+1) − M(i+1,0) M(0,j+1)/p.

S is the Schur complement, the matrix left after eliminating the first unknown. It inherits the property. Let y be nonzero and supported on label c.

- If c = s(0), choose t = −w/p. Then x is still supported on label c, the square vanishes, and c·yᵀSy = c·xᵀMx > 0.
- If c = −s(0), choose t = 0. Then c·yᵀSy = c·xᵀMx + s(0)·p·(w/p)² > 0.

By induction S = L′D′L′ᵀ, starting from the empty matrix. With ℓ(i) = M(i+1,0)/p,

L = [[1, 0], [ℓ, L′]], D = diag(p, D′)

gives M = LDLᵀ, because the blocks of the product are p, pℓ and pℓℓᵀ + S.

The smallest case with both groups present has one orbital in each: K = [[a, b], [b, −γ]] with a, γ > 0. The two orderings give the pivots

a, −γ − b²/a and −γ, a + b²/γ.

Coupling pushes the second pivot away from zero in both. As γ → 0 with b ≠ 0, however, the last pivot of the second ordering diverges, and at γ = 0 that ordering fails although K is still invertible. Positive semidefinite C is therefore not enough.

In the Lean file, the finite types `m` and `n` index the two groups, so `n` is not a size; the total size is `N`. `blockK A B C` is K. `A.PosDef` includes the symmetry of A, and `B` is an arbitrary real matrix. An ordering is a bijection `e : Fin N ≃ m ⊕ n`, where `e i` is the unknown at position i, and `submatrix e e` is the reordered matrix. The vector `d` holds the diagonal of D.

The main theorem, `quasidefinite_ldl`, says that for every such `e` there are a unit lower triangular `L` and a `d` with no zero entry whose product LDLᵀ is the reordered K. The entry `d i` is positive if `e i` lies in the first group and negative if it lies in the second. Either group may be empty.

`det_blockK_sign` says that det K has the sign (−1)^q, where q is the number of orbitals in the second group. `no_ldl_of_zero_diagonal` gives the failure at γ = 0 for any size: if C(j,j) = 0 and row j of B is nonzero, no ordering that starts with that unknown has a factorization, even with zeros allowed in D.

```lean
import Mathlib

open Matrix

namespace QuasidefiniteLDL

noncomputable section

variable {m n ι κ : Type*} [Fintype m] [Fintype n] [Fintype ι] [Fintype κ] {N : ℕ}

/-- The block matrix `K = [[A, Bᵀ], [B, -C]]`. -/
def blockK (A : Matrix m m ℝ) (B : Matrix n m ℝ) (C : Matrix n n ℝ) :
    Matrix (m ⊕ n) (m ⊕ n) ℝ :=
  fromBlocks A Bᵀ B (-C)

/-- The label of an unknown: `+1` in the first block, `-1` in the second. -/
def blockSign : m ⊕ n → ℝ := Sum.elim (fun _ => 1) (fun _ => -1)

/-- The quadratic form `xᵀ M x`. -/
def quad (M : Matrix ι ι ℝ) (x : ι → ℝ) : ℝ := x ⬝ᵥ M *ᵥ x

/-- `L` has ones on the diagonal and zeros above it. -/
def IsUnitLower (L : Matrix (Fin N) (Fin N) ℝ) : Prop :=
  (∀ i, L i i = 1) ∧ ∀ i j, i < j → L i j = 0

/-- A symmetric matrix whose unknowns carry labels `±1`, and whose quadratic form has the sign
`c` on every nonzero vector supported on the unknowns with label `c`. -/
structure SignDefinite (M : Matrix ι ι ℝ) (s : ι → ℝ) : Prop where
  symm : ∀ i j, M i j = M j i
  sign : ∀ i, s i = 1 ∨ s i = -1
  definite : ∀ (c : ℝ) (x : ι → ℝ), x ≠ 0 → (∀ i, x i ≠ 0 → s i = c) → 0 < c * quad M x

/-- The Schur complement left after eliminating the first unknown, for a nonzero first pivot
`M 0 0`. -/
def schur (M : Matrix (Fin (N + 1)) (Fin (N + 1)) ℝ) : Matrix (Fin N) (Fin N) ℝ :=
  Matrix.of fun i j => M i.succ j.succ - M i.succ 0 * M 0 j.succ / M 0 0

/-- For positive definite `A` and `C`, the matrix `K` is sign-definite for its block labels. -/
theorem blockK_signDefinite {A : Matrix m m ℝ} {C : Matrix n n ℝ} (hA : A.PosDef)
    (hC : C.PosDef) (B : Matrix n m ℝ) : SignDefinite (blockK A B C) blockSign where
  symm := by
    have a : ∀ i j, A i j = A j i := fun i j => by simpa using (hA.isHermitian.apply i j).symm
    have c : ∀ i j, C i j = C j i := fun i j => by simpa using (hC.isHermitian.apply i j).symm
    rintro (i | i) (j | j)
    · exact a i j
    · rfl
    · rfl
    · exact congrArg Neg.neg (c i j)
  sign := by rintro (i | i) <;> simp [blockSign]
  definite := by
    intro c x hx hs
    obtain ⟨i, hi⟩ := Function.ne_iff.mp hx
    have hc := hs i hi
    rcases i with i | i
    · -- the vector lives on the first block
      have hc1 : c = 1 := by rw [← hc]; rfl
      have h0 : ∀ b, x (Sum.inr b) = 0 := by
        intro b
        by_contra hb
        have h := hs _ hb
        simp only [blockSign, Sum.elim_inr] at h
        linarith
      have hp := hA.dotProduct_mulVec_pos (x := fun a => x (Sum.inl a))
        (fun h => hi (congrFun h i))
      rw [star_trivial] at hp
      have hq : quad (blockK A B C) x
          = (fun a => x (Sum.inl a)) ⬝ᵥ A *ᵥ (fun a => x (Sum.inl a)) := by
        simp [quad, blockK, dotProduct, mulVec, Fintype.sum_sum_type, h0]
      rw [hc1, hq, one_mul]
      exact hp
    · -- the vector lives on the second block
      have hc1 : c = -1 := by rw [← hc]; rfl
      have h0 : ∀ a, x (Sum.inl a) = 0 := by
        intro a
        by_contra ha
        have h := hs _ ha
        simp only [blockSign, Sum.elim_inl] at h
        linarith
      have hp := hC.dotProduct_mulVec_pos (x := fun b => x (Sum.inr b))
        (fun h => hi (congrFun h i))
      rw [star_trivial] at hp
      have hq : quad (blockK A B C) x
          = -((fun b => x (Sum.inr b)) ⬝ᵥ C *ᵥ (fun b => x (Sum.inr b))) := by
        simp [quad, blockK, dotProduct, mulVec, Fintype.sum_sum_type, h0]
      rw [hc1, hq]
      linarith

/-- Reordering the unknowns together with their labels preserves sign-definiteness. -/
theorem SignDefinite.reorder {M : Matrix κ κ ℝ} {s : κ → ℝ} (h : SignDefinite M s)
    (e : ι ≃ κ) : SignDefinite (M.submatrix e e) (fun i => s (e i)) where
  symm i j := h.symm _ _
  sign i := h.sign _
  definite := by
    intro c x hx hs
    have inner : ∀ a, ∑ b, M a b * x (e.symm b) = ∑ j, M a (e j) * x j := fun a =>
      (e.sum_comp fun b => M a b * x (e.symm b)).symm.trans (by simp)
    have hq : quad M (fun a => x (e.symm a)) = quad (M.submatrix e e) x := by
      simp only [quad, dotProduct, mulVec, submatrix_apply, inner]
      exact (e.sum_comp fun a => x (e.symm a) * ∑ j, M a (e j) * x j).symm.trans (by simp)
    rw [← hq]
    refine h.definite c _ (fun h0 => hx ?_) (fun a ha => by simpa using hs _ ha)
    funext i
    simpa using congrFun h0 (e i)

/-- Completing the square in the first unknown of a symmetric matrix with nonzero first pivot
leaves the quadratic form of the Schur complement. -/
theorem quad_complete_square {M : Matrix (Fin (N + 1)) (Fin (N + 1)) ℝ}
    (hs : ∀ i j, M i j = M j i) (ha : M 0 0 ≠ 0) (t : ℝ) (x : Fin N → ℝ) :
    quad M (vecCons t x)
      = M 0 0 * (t + (∑ j : Fin N, M 0 j.succ * x j) / M 0 0) ^ 2 + quad (schur M) x := by
  obtain ⟨w, hw⟩ : ∃ w, ∑ j : Fin N, M 0 j.succ * x j = w := ⟨_, rfl⟩
  have h3 : ∀ c, ∑ i : Fin N, x i * (M 0 i.succ * c) = w * c := by
    intro c
    rw [← hw, Finset.sum_mul]
    exact Finset.sum_congr rfl fun i _ => by ring
  have h1 : ∑ i : Fin N, x i * (M i.succ 0 * t) = w * t := by
    rw [← h3 t]
    exact Finset.sum_congr rfl fun i _ => by rw [hs i.succ 0]
  have inner : ∀ i : Fin N, ∑ j, schur M i j * x j
      = ∑ j : Fin N, M i.succ j.succ * x j - M 0 i.succ * (w / M 0 0) := by
    intro i
    rw [← hw, Finset.sum_div, Finset.mul_sum, ← Finset.sum_sub_distrib]
    refine Finset.sum_congr rfl fun j _ => ?_
    simp only [schur, of_apply]
    rw [hs i.succ 0]
    ring
  have hu : w = M 0 0 * (w / M 0 0) := by field_simp
  simp only [quad, dotProduct, mulVec, Fin.sum_univ_succ, cons_val_zero, cons_val_succ, hw,
    inner, mul_add, mul_sub, Finset.sum_add_distrib, Finset.sum_sub_distrib, h3, h1]
  linear_combination (2 * t + w / M 0 0) * hu

/-- In a sign-definite matrix the first pivot has the sign of its label, and the Schur complement
is sign-definite for the remaining labels. -/
theorem SignDefinite.eliminate {M : Matrix (Fin (N + 1)) (Fin (N + 1)) ℝ}
    {s : Fin (N + 1) → ℝ} (h : SignDefinite M s) :
    0 < s 0 * M 0 0 ∧ SignDefinite (schur M) (fun i => s i.succ) := by
  have hp : 0 < s 0 * M 0 0 := by
    have h1 := h.definite (s 0) (vecCons 1 0) (fun h0 => by simpa using congrFun h0 0) (by
      intro i hi
      cases i using Fin.cases with
      | zero => rfl
      | succ i => simp at hi)
    simpa [quad, dotProduct, mulVec, Fin.sum_univ_succ] using h1
  have ha : M 0 0 ≠ 0 := fun h0 => by simp [h0] at hp
  refine ⟨hp, ⟨fun i j => ?_, fun i => h.sign _, fun c x hx hs => ?_⟩⟩
  · simp only [schur, of_apply]
    rw [h.symm i.succ j.succ, h.symm i.succ 0, h.symm 0 j.succ]
    ring
  obtain ⟨i, hi⟩ := Function.ne_iff.mp hx
  have hne : ∀ t, vecCons t x ≠ 0 := fun t h0 => hi (by simpa using congrFun h0 i.succ)
  by_cases hc : s 0 = c
  · -- equal labels: choose the first unknown so that the square vanishes
    have h1 := h.definite c (vecCons (-((∑ j : Fin N, M 0 j.succ * x j) / M 0 0)) x) (hne _) (by
      intro k hk
      cases k using Fin.cases with
      | zero => exact hc
      | succ k => exact hs k (by simpa using hk))
    rw [quad_complete_square h.symm ha] at h1
    simpa using h1
  · -- opposite labels: the square only helps
    have h1 := h.definite c (vecCons 0 x) (hne _) (by
      intro k hk
      cases k using Fin.cases with
      | zero => simp at hk
      | succ k => exact hs k (by simpa using hk))
    rw [quad_complete_square h.symm ha] at h1
    have hcs : c = -s 0 := by
      have h2 := hs i hi
      rcases h.sign 0 with h3 | h3 <;> rcases h.sign i.succ with h4 | h4
      · exact absurd (by linarith) hc
      · linarith
      · linarith
      · exact absurd (by linarith) hc
    have h5 := mul_nonneg hp.le
      (sq_nonneg (0 + (∑ j : Fin N, M 0 j.succ * x j) / M 0 0))
    rw [hcs] at h1 ⊢
    linarith

/-- The entries of `L D Lᵀ` are sums over pivots. -/
theorem ldl_apply (L : Matrix (Fin N) (Fin N) ℝ) (d : Fin N → ℝ) (i j : Fin N) :
    (L * diagonal d * Lᵀ) i j = ∑ k, L i k * d k * L j k := by
  rw [Matrix.mul_apply]
  simp only [mul_diagonal, transpose_apply]

/-- Every sign-definite matrix has a factorization `L D Lᵀ` with `L` unit lower triangular and
each pivot of the sign of its label. -/
theorem SignDefinite.exists_ldl {M : Matrix (Fin N) (Fin N) ℝ} {s : Fin N → ℝ}
    (h : SignDefinite M s) : ∃ (L : Matrix (Fin N) (Fin N) ℝ) (d : Fin N → ℝ),
      IsUnitLower L ∧ (∀ i, 0 < s i * d i) ∧ M = L * diagonal d * Lᵀ := by
  induction N with
  | zero =>
    exact ⟨0, 0, ⟨fun i => i.elim0, fun i => i.elim0⟩, fun i => i.elim0,
      by ext i; exact i.elim0⟩
  | succ N ih =>
    obtain ⟨hp, hS⟩ := h.eliminate
    obtain ⟨L, d, hL, hd, hM⟩ := ih hS
    have ha : M 0 0 ≠ 0 := fun h0 => by simp [h0] at hp
    -- border the smaller factor by the first column of multipliers
    refine ⟨Matrix.of (vecCons (vecCons 1 0) fun i => vecCons (M i.succ 0 / M 0 0) (L i)),
      vecCons (M 0 0) d, ⟨fun i => ?_, fun i j hij => ?_⟩, fun i => ?_, ?_⟩
    · cases i using Fin.cases with
      | zero => simp
      | succ i => simpa using hL.1 i
    · cases j using Fin.cases with
      | zero => exact absurd hij (Fin.not_lt_zero i)
      | succ j =>
        cases i using Fin.cases with
        | zero => simp
        | succ i => simpa using hL.2 i j (Fin.succ_lt_succ_iff.mp hij)
    · cases i using Fin.cases with
      | zero => simpa using hp
      | succ i => simpa using hd i
    · ext i j
      rw [ldl_apply, Fin.sum_univ_succ]
      cases i using Fin.cases with
      | zero =>
        cases j using Fin.cases with
        | zero => simp
        | succ j =>
          simp only [of_apply, cons_val_zero, cons_val_succ, Pi.zero_apply, zero_mul,
            Finset.sum_const_zero, add_zero, one_mul]
          rw [h.symm 0 j.succ, mul_div_cancel₀ _ ha]
      | succ i =>
        cases j using Fin.cases with
        | zero =>
          simp only [of_apply, cons_val_zero, cons_val_succ, Pi.zero_apply, mul_zero,
            Finset.sum_const_zero, add_zero, mul_one]
          rw [div_mul_cancel₀ _ ha]
        | succ j =>
          have hij := congrFun (congrFun hM i) j
          rw [ldl_apply] at hij
          simp only [of_apply, cons_val_zero, cons_val_succ]
          rw [← hij, div_mul_cancel₀ _ ha]
          simp only [schur, of_apply]
          rw [h.symm 0 j.succ]
          ring

/-- For positive definite `A` and `C` and any `B`, every reordering of `K` is `L D Lᵀ` with `L`
unit lower triangular and `D` diagonal with nonzero entries, positive for the unknowns of the
first block and negative for those of the second. -/
theorem quasidefinite_ldl {A : Matrix m m ℝ} {C : Matrix n n ℝ} (hA : A.PosDef)
    (hC : C.PosDef) (B : Matrix n m ℝ) (e : Fin N ≃ m ⊕ n) :
    ∃ (L : Matrix (Fin N) (Fin N) ℝ) (d : Fin N → ℝ), IsUnitLower L ∧ (∀ i, d i ≠ 0) ∧
      (∀ i a, e i = Sum.inl a → 0 < d i) ∧ (∀ i b, e i = Sum.inr b → d i < 0) ∧
      (blockK A B C).submatrix e e = L * diagonal d * Lᵀ := by
  obtain ⟨L, d, hL, hd, hM⟩ := ((blockK_signDefinite hA hC B).reorder e).exists_ldl
  refine ⟨L, d, hL, fun i h0 => ?_, fun i a hi => ?_, fun i b hi => ?_, hM⟩
  · have h := hd i
    simp [h0] at h
  · have h := hd i
    simpa [hi, blockSign] using h
  · have h := hd i
    simpa [hi, blockSign] using h

/-- For positive definite `A` and `C`, the determinant of `K` has the sign `(-1)^q`, where `q` is
the size of `C`. -/
theorem det_blockK_sign [DecidableEq m] [DecidableEq n] {A : Matrix m m ℝ} {C : Matrix n n ℝ}
    (hA : A.PosDef) (hC : C.PosDef) (B : Matrix n m ℝ) :
    0 < (-1) ^ Fintype.card n * (blockK A B C).det := by
  let e := (Fintype.equivFin (m ⊕ n)).symm
  obtain ⟨L, d, hL, hd, hM⟩ := ((blockK_signDefinite hA hC B).reorder e).exists_ldl
  have hdet : L.det = 1 := by
    rw [Matrix.det_of_isLowerTriangular L fun i j hij => hL.2 i j (OrderDual.toDual_lt_toDual.mp hij)]
    simp [hL.1]
  have hs : ∏ i, blockSign (e i) = (-1 : ℝ) ^ Fintype.card n := by
    rw [e.prod_comp (blockSign : m ⊕ n → ℝ), Fintype.prod_sum_type]
    simp [blockSign]
  rw [← det_submatrix_equiv_self e, hM, det_mul, det_mul, det_transpose, hdet, det_diagonal,
    one_mul, mul_one, ← hs, ← Finset.prod_mul_distrib]
  exact Finset.prod_pos fun i _ => hd i

omit [Fintype m] [Fintype n] in
/-- If `C` has a zero diagonal entry and the matching row of `B` is nonzero, then no ordering of
`K` that starts with this unknown has a factorization `L D Lᵀ` with `L` unit lower triangular. -/
theorem no_ldl_of_zero_diagonal (A : Matrix m m ℝ) (B : Matrix n m ℝ) (C : Matrix n n ℝ)
    {j : n} {k : m} (hC : C j j = 0) (hB : B j k ≠ 0) (e : Fin (N + 1) ≃ m ⊕ n)
    (he : e 0 = Sum.inr j) :
    ¬ ∃ (L : Matrix (Fin (N + 1)) (Fin (N + 1)) ℝ) (d : Fin (N + 1) → ℝ),
      IsUnitLower L ∧ (blockK A B C).submatrix e e = L * diagonal d * Lᵀ := by
  rintro ⟨L, d, hL, hM⟩
  -- the first column of the product is the first column of `L` times the first pivot
  have hcol : ∀ i, blockK A B C (e i) (e 0) = L i 0 * d 0 := by
    intro i
    have h := congrFun (congrFun hM i) 0
    rw [ldl_apply, Fin.sum_univ_succ] at h
    simpa [hL.1 0, fun l : Fin N => hL.2 0 l.succ (Fin.succ_pos l)] using h
  have hd : d 0 = 0 := by
    have h := hcol 0
    rw [he, hL.1 0, one_mul] at h
    rw [← h]
    simp [blockK, hC]
  have h := hcol (e.symm (Sum.inl k))
  rw [e.apply_symm_apply, he, hd, mul_zero] at h
  exact hB (by simpa [blockK] using h)

end

end QuasidefiniteLDL
```

```lean
#print axioms QuasidefiniteLDL.quasidefinite_ldl
-- 'QuasidefiniteLDL.quasidefinite_ldl' depends on axioms: [propext, Classical.choice, Quot.sound]
#print axioms QuasidefiniteLDL.det_blockK_sign
-- 'QuasidefiniteLDL.det_blockK_sign' depends on axioms: [propext, Classical.choice, Quot.sound]
#print axioms QuasidefiniteLDL.no_ldl_of_zero_diagonal
-- 'QuasidefiniteLDL.no_ldl_of_zero_diagonal' depends on axioms: [propext, Classical.choice, Quot.sound]
```

`SignDefinite` packages symmetry, the ±1 labels and the sign property. `blockK_signDefinite` establishes it for K by locating a nonzero entry of x and showing that x vanishes on the other group. `SignDefinite.reorder` carries it through `e` by reindexing the sums.

`quad_complete_square` is the displayed identity, closed by `linear_combination`. `SignDefinite.eliminate` tests with the first unit vector, `vecCons 1 0`, and then splits on `s 0 = c`, with the same two choices of t as above. `SignDefinite.exists_ldl` is the induction; it borders L′ with the multipliers ℓ and compares entries using `ldl_apply`.

The main theorem reads the signs of `d` off the labels. For the determinant, L has determinant 1, and each pivot times its label is positive. The failure result compares first columns: C(j,j) = 0 forces `d 0` to vanish, and with it the whole column, which contradicts the nonzero entry of B.

For your solver, this means that the ordering can be fixed from the sparsity pattern before any numbers are known, provided the diagonal block of H − μ is positive definite for the first group and negative definite for the second. The step left open is floating-point rounding: the pivots are nonzero real numbers, but nothing here bounds the growth of the entries, and the small-γ case shows that it can be large.
